# Averaging over random signs gives a Wannier-type orbital the mean density of its Bloch states

Take two states with complex amplitudes $\psi_0(x)$ and $\psi_1(x)$ at a position $x$, and combine them with signs $s_0,s_1=\pm1$ into the orbital $W_s(x)=\frac{1}{\sqrt2}\,[s_0\psi_0(x)+s_1\psi_1(x)]$. Its density is

$$|W_s(x)|^2=\tfrac12\left(|\psi_0(x)|^2+|\psi_1(x)|^2\right)+s_0s_1\,\mathrm{Re}\left[\overline{\psi_0(x)}\,\psi_1(x)\right].$$

Of the four sign choices, two have $s_0s_1=+1$ and two have $s_0s_1=-1$. The interference term therefore averages to zero, and the mean of the two densities remains.

A ring of two sites shows what this average does and does not say. With $\psi_0=(1,1)/\sqrt2$ and $\psi_1=(1,-1)/\sqrt2$, equal signs put the orbital entirely on the first site and opposite signs put it entirely on the second. The averaged density is $1/2$ on each site, although every single orbital is localised. The average describes the density expected at a fixed place, not the width of each orbital about its own centre.

## Uncorrelated signs remove the interference

Let $N\ge1$, let $k$ run over the integers modulo $N$, and let $\psi_k(x)$ be arbitrary complex amplitudes. For signs $s_k=\pm1$ define

$$W_s(x)=\frac{1}{\sqrt N}\sum_k s_k\,\psi_k(x),$$

and write $\langle\cdot\rangle$ for the uniform average over all $2^N$ sign choices. The claim is

$$\left\langle|W_s(x)|^2\right\rangle=\frac1N\sum_k|\psi_k(x)|^2 .$$

The signs model the case in which the matrix diagonalised at each $k$ is real and symmetric, with a nondegenerate eigenvalue. An eigensolver working in real arithmetic then returns a normalised real eigenvector whose overall sign is undetermined, and with real basis functions $\psi_k$ becomes complex only through the plane-wave phases attached to it afterwards. Treating them as independent and equally likely is a model of a solver whose choice at one $k$ has no relation to its choice at another. This is an idealisation: where the matrices at $k$ and $-k$ coincide, a deterministic solver returns the same vector at both, and the two signs are not independent.

The first step is the correlation of two signs. If $k=l$, then $s_ks_l=s_k^2=1$. If $k\ne l$, reversing $s_k$ alone maps the set of sign choices onto itself and changes the sign of $s_ks_l$. The average thus equals its own negative and vanishes, so $\langle s_ks_l\rangle=\delta_{kl}$.

For real numbers $a_k$ it follows that

$$\left\langle\Big(\sum_k s_ka_k\Big)^2\right\rangle=\sum_{k,l}a_ka_l\langle s_ks_l\rangle=\sum_k a_k^2 .$$

Because the signs are real, the real part of $\sum_k s_k\psi_k(x)$ is $\sum_k s_k\,\mathrm{Re}\,\psi_k(x)$, and likewise for the imaginary part. Hence

$$\left\langle|W_s(x)|^2\right\rangle=\frac1N\sum_k\left[(\mathrm{Re}\,\psi_k(x))^2+(\mathrm{Im}\,\psi_k(x))^2\right]=\frac1N\sum_k|\psi_k(x)|^2 .$$

Neither orthogonality nor Bloch's condition has been used.

## Moments, translations and plane waves

For finitely many positions and a real weight $w(x)$, the average can be taken inside the sum over positions:

$$\left\langle\sum_x w(x)|W_s(x)|^2\right\rangle=\frac1N\sum_k\sum_x w(x)|\psi_k(x)|^2 .$$

If $w(x)$ is the squared distance from a fixed point, this is the second moment about that point. The spread of a normalised orbital about its own centre is in general different, since it subtracts the square of a mean position that can depend on the signs.

Suppose next that a translation $T$ acts by Bloch's condition, $\psi_k(Tx)=e^{2\pi ik/N}\psi_k(x)$, which expresses the translational symmetry of the crystal. The phase has modulus one, so each $|\psi_k|^2$ is the same at $x$ and $Tx$, and so is the averaged density.

Finally, take the normalised plane waves $\psi_k(x)=N^{-1/2}e^{2\pi ikx/N}$ on a ring of $N$ sites. They satisfy Bloch's condition for $Tx=x+1$. With all signs equal to $+1$,

$$W(x)=\frac1N\sum_k e^{2\pi ikx/N}=\delta_{x,0}.$$

At $x=0$ every term is one. At $x\ne0$ the sum is geometric with ratio $\omega=e^{2\pi ix/N}\neq1$, and it equals $(\omega^N-1)/(\omega-1)=0$. The random-sign average, by contrast, is

$$\left\langle|W_s(x)|^2\right\rangle=\frac1N\sum_k\frac1N=\frac1N$$

on every site. For $N=1$ the two densities coincide; from $N=2$ on they differ.

In this one-band plane-wave model, an orbital built with random signs therefore has an expected weight of only $1/N$ on any chosen site, so for large $N$ it is seldom concentrated there. With aligned signs it sits entirely on site $0$.

## Signs, orbitals and the average in Lean

The momentum index has type `ZMod N`, and `NeZero N` excludes $N=0$. Positions form an arbitrary type `X`. Choosing `Fin n` for `X` makes each $\psi_k$ a vector in $\mathbb C^n$.

```lean
import Mathlib

open Finset

namespace RandomDiagonalisationPhases

noncomputable section

variable {N : ℕ} [NeZero N] {X : Type*}
```

A sign is an element of `ℤˣ`, the invertible integers, which are exactly $1$ and $-1$. The function `sgn` turns it into a real number.

```lean
/-- The real number `+1` or `-1` represented by a sign. -/
def sgn (u : ℤˣ) : ℝ := ((u : ℤ) : ℝ)
```

A complete sign choice is a function `ZMod N → ℤˣ`. The average is a finite sum over all such functions divided by their number, so no probability measure is needed.

```lean
/-- The uniform average of a quantity over all `2^N` choices of one sign per crystal momentum. -/
def signAverage (f : (ZMod N → ℤˣ) → ℝ) : ℝ := (∑ s, f s) / 2 ^ N
```

The orbital carries the prefactor $N^{-1/2}$. The definition `wannier` covers one state per momentum and one orbital. It includes neither mixing between bands nor the translated copies of the orbital in other cells, and it does not require the $\psi_k$ to be Bloch states.

```lean
/-- The orbital `N^(-1/2) ∑ₖ sₖ ψₖ(x)` built from the states `ψₖ` with signs `sₖ`. -/
def wannier (psi : ZMod N → X → ℂ) (s : ZMod N → ℤˣ) (x : X) : ℂ :=
  (((√(N : ℝ))⁻¹ : ℝ) : ℂ) * ∑ k, (sgn (s k) : ℂ) * psi k x
```

In the plane wave, `ZMod.stdAddChar` is the character $j\mapsto e^{2\pi ij/N}$. This fixes the sign convention of the phase and measures position in lattice spacings.

```lean
/-- The normalised plane wave of momentum index `k` on a ring of `N` sites. -/
def planeWave (k x : ZMod N) : ℂ :=
  (((√(N : ℝ))⁻¹ : ℝ) : ℂ) * ZMod.stdAddChar (k * x)
```

## From sign correlations to the averaged density

The correlation is stated for the sum over sign choices, so the diagonal value is $2^N$ and not one. For equal indices, the proof checks both values of the sign and counts the choices. For different indices, `t` is $-1$ at `k` and $+1$ elsewhere, and multiplication by `t` is the flip used above. `Equiv.sum_comp` says that this permutation leaves the sum unchanged, while `h2` says that it reverses every term. `linarith` concludes that the sum is zero.

```lean
/-- Summed over all sign choices, the product of two signs gives `2^N` for equal momenta
and zero for different momenta. -/
theorem sign_correlation (k l : ZMod N) :
    ∑ s : ZMod N → ℤˣ, sgn (s k) * sgn (s l) = if k = l then 2 ^ N else 0 := by
  by_cases h : k = l
  · subst h
    have h1 : ∀ s : ZMod N → ℤˣ, sgn (s k) * sgn (s k) = 1 := by
      intro s
      rcases Int.units_eq_one_or (s k) with hs | hs <;> simp [sgn, hs]
    simp [h1, ZMod.card]
  · rw [if_neg h]
    -- flipping the sign at `k` permutes the sign choices and reverses the product
    let t : ZMod N → ℤˣ := Function.update 1 k (-1)
    have htk : t k = -1 := by simp [t]
    have htl : t l = 1 := by simp [t, Function.update_of_ne (Ne.symm h)]
    have h1 := Equiv.sum_comp (Equiv.mulLeft t)
      (fun s : ZMod N → ℤˣ => sgn (s k) * sgn (s l))
    have h2 : ∀ s : ZMod N → ℤˣ,
        sgn ((Equiv.mulLeft t s) k) * sgn ((Equiv.mulLeft t s) l)
          = -(sgn (s k) * sgn (s l)) := by
      intro s
      simp [sgn, Pi.mul_apply, htk, htl]
    simp only [h2, Finset.sum_neg_distrib] at h1
    linarith
```

The next theorem is the identity for real amplitudes, again multiplied by $2^N$. Here `h1` expands the square into a double sum. The sums are then reordered so that the sum over signs is innermost, where `sign_correlation` removes every term with $l\neq k$.

```lean
/-- For real amplitudes, the squared random-sign sum, added up over all sign choices,
is `2^N` times the sum of the squared amplitudes. -/
theorem sum_sq_random_signs (a : ZMod N → ℝ) :
    ∑ s : ZMod N → ℤˣ, (∑ k, sgn (s k) * a k) ^ 2 = 2 ^ N * ∑ k, a k ^ 2 := by
  have h1 : ∀ s : ZMod N → ℤˣ, (∑ k, sgn (s k) * a k) ^ 2
      = ∑ k, ∑ l, (a k * a l) * (sgn (s k) * sgn (s l)) := by
    intro s
    rw [sq, Finset.sum_mul_sum]
    refine Finset.sum_congr rfl fun k _ => Finset.sum_congr rfl fun l _ => ?_
    ring
  simp only [h1]
  rw [Finset.sum_comm, Finset.mul_sum]
  refine Finset.sum_congr rfl fun k _ => ?_
  rw [Finset.sum_comm]
  -- only the diagonal term `l = k` survives
  simp only [← Finset.mul_sum, sign_correlation, mul_ite, mul_zero,
    Finset.sum_ite_eq, Finset.mem_univ, if_true]
  ring
```

The main theorem holds for every family `psi` and every position `x`, with no further hypothesis. In its proof, `h1` writes the orbital's density as $1/N$ times the squares of two real random-sign sums, one for the real parts and one for the imaginary parts, and `h2` splits $|\psi_k(x)|^2$ in the same way. Applying `sum_sq_random_signs` twice produces a factor $2^N$ that cancels the denominator of the average.

```lean
/-- The density of the random-sign orbital, averaged over all sign choices, is the mean
density of the states from which it is built. -/
theorem average_density (psi : ZMod N → X → ℂ) (x : X) :
    signAverage (fun s => ‖wannier psi s x‖ ^ 2) = (1 / N) * ∑ k, ‖psi k x‖ ^ 2 := by
  have h1 : ∀ s : ZMod N → ℤˣ, ‖wannier psi s x‖ ^ 2
      = (N : ℝ)⁻¹ * ((∑ k, sgn (s k) * (psi k x).re) ^ 2
        + (∑ k, sgn (s k) * (psi k x).im) ^ 2) := by
    intro s
    unfold wannier
    rw [norm_mul, mul_pow, Complex.norm_real, Real.norm_eq_abs, sq_abs, inv_pow,
      Real.sq_sqrt (Nat.cast_nonneg N), Complex.sq_norm, Complex.normSq_apply,
      Complex.re_sum, Complex.im_sum]
    simp only [Complex.re_ofReal_mul, Complex.im_ofReal_mul]
    ring
  have h2 : ∀ k, ‖psi k x‖ ^ 2 = (psi k x).re ^ 2 + (psi k x).im ^ 2 := by
    intro k
    rw [Complex.sq_norm, Complex.normSq_apply]
    ring
  have h3 : (2 : ℝ) ^ N ≠ 0 := by positivity
  unfold signAverage
  simp only [h1, h2]
  -- real and imaginary parts average separately
  rw [← Finset.mul_sum, Finset.sum_add_distrib, sum_sq_random_signs, sum_sq_random_signs,
    Finset.sum_add_distrib, ← mul_add, div_eq_iff h3]
  ring
```

## Weighted densities and Bloch symmetry

The weighted version requires finitely many positions, through `Fintype X`. The weight `w` may take any real values but is the same for all sign choices, which is why the moment refers to a fixed centre. The step `h1` moves the average inside the sum over positions, and `average_density` then applies at each one.

```lean
/-- For any weight `w` on the positions, the weighted density of the random-sign orbital
is on average the mean of the weighted densities of the states `ψₖ`. -/
theorem average_weighted_density [Fintype X] (psi : ZMod N → X → ℂ) (w : X → ℝ) :
    signAverage (fun s => ∑ x, w x * ‖wannier psi s x‖ ^ 2)
      = (1 / N) * ∑ k, ∑ x, w x * ‖psi k x‖ ^ 2 := by
  have h1 : signAverage (fun s => ∑ x, w x * ‖wannier psi s x‖ ^ 2)
      = ∑ x, w x * signAverage (fun s => ‖wannier psi s x‖ ^ 2) := by
    unfold signAverage
    rw [Finset.sum_comm, Finset.sum_div]
    refine Finset.sum_congr rfl fun x _ => ?_
    rw [← Finset.mul_sum, mul_div_assoc]
  rw [h1, Finset.sum_comm, Finset.mul_sum]
  refine Finset.sum_congr rfl fun x _ => ?_
  rw [average_density, ← Finset.mul_sum]
  ring
```

The modulus of the Bloch phase is recorded separately because two later proofs use it.

```lean
/-- The lattice phase factor of each crystal momentum has modulus one. -/
theorem norm_phase (k : ZMod N) : ‖(ZMod.stdAddChar k : ℂ)‖ = 1 := by
  exact AddChar.norm_apply _ _
```

In the periodicity theorem, `hT` is Bloch's condition, assumed for every momentum and position and not derived from a Hamiltonian. The map `T` can be any map from positions to positions that satisfies it. The proof rewrites both averages as mean densities and removes the phases, as in the calculation above.

```lean
/-- If the states obey Bloch's condition under a translation `T`, the averaged density of
the random-sign orbital is the same at `x` and at `T x`. -/
theorem average_density_periodic (psi : ZMod N → X → ℂ) (T : X → X)
    (hT : ∀ k x, psi k (T x) = ZMod.stdAddChar k * psi k x) (x : X) :
    signAverage (fun s => ‖wannier psi s (T x)‖ ^ 2)
      = signAverage (fun s => ‖wannier psi s x‖ ^ 2) := by
  rw [average_density, average_density]
  simp only [hT, norm_mul, norm_phase, one_mul]
```

Plane waves satisfy this condition for translation by one site. The proof is the rule $e^{2\pi ik(x+1)/N}=e^{2\pi ik/N}\,e^{2\pi ikx/N}$, supplied by `AddChar.map_add_eq_mul`.

```lean
/-- Plane waves on the ring obey Bloch's condition under translation by one site. -/
theorem planeWave_bloch_witness (k x : ZMod N) :
    planeWave k (x + 1) = ZMod.stdAddChar k * planeWave k x := by
  unfold planeWave
  rw [mul_add, mul_one, AddChar.map_add_eq_mul]
  ring
```

## Aligned and random signs on the ring

The aligned case is a statement about the amplitude itself: it is $1$ at site $0$ and $0$ at every other site. The geometric sum enters through `AddChar.sum_mulShift`, which gives $N$ for $x=0$ and zero otherwise. The two prefactors $N^{-1/2}$ then cancel the $N$, which is the content of `hc`.

```lean
/-- With all signs equal to `+1`, the plane waves on the ring combine into an orbital
supported on the single site `0`. -/
theorem aligned_planeWave_localised (x : ZMod N) :
    wannier planeWave (fun _ => 1) x = if x = 0 then 1 else 0 := by
  have h1 : ∑ k : ZMod N, planeWave k x
      = (((√(N : ℝ))⁻¹ : ℝ) : ℂ) * ∑ k : ZMod N, ZMod.stdAddChar (k * x) := by
    simp only [planeWave, Finset.mul_sum]
  have hs := AddChar.sum_mulShift x (ZMod.isPrimitive_stdAddChar N)
  unfold wannier
  simp only [sgn, Units.val_one, Int.cast_one, Complex.ofReal_one, one_mul]
  rw [h1, hs]
  by_cases hx : x = 0
  · have hN : (N : ℝ) ≠ 0 := Nat.cast_ne_zero.mpr (NeZero.ne N)
    have hc : (√(N : ℝ))⁻¹ * ((√(N : ℝ))⁻¹ * (N : ℝ)) = 1 := by
      rw [← mul_assoc, ← mul_inv, Real.mul_self_sqrt (Nat.cast_nonneg N)]
      exact inv_mul_cancel₀ hN
    rw [if_pos hx, if_pos hx, ZMod.card]
    exact_mod_cast hc
  · simp [hx]
```

For random signs, `h1` computes the density $1/N$ of a single plane wave, and `average_density` takes the mean of $N$ equal values. The conclusion concerns the averaged density only. As on the two-site ring, particular sign choices can still give a localised orbital.

```lean
/-- For plane waves on the ring, the density averaged over all sign choices is `1/N`
on every site. -/
theorem random_planeWave_uniform (x : ZMod N) :
    signAverage (fun s => ‖wannier planeWave s x‖ ^ 2) = 1 / N := by
  have hN : (N : ℝ) ≠ 0 := Nat.cast_ne_zero.mpr (NeZero.ne N)
  have h1 : ∀ k : ZMod N, ‖planeWave k x‖ ^ 2 = (N : ℝ)⁻¹ := by
    intro k
    unfold planeWave
    rw [norm_mul, norm_phase, mul_one, Complex.norm_real, Real.norm_eq_abs, sq_abs,
      inv_pow, Real.sq_sqrt (Nat.cast_nonneg N)]
  rw [average_density]
  simp only [h1, Finset.sum_const, Finset.card_univ, ZMod.card, nsmul_eq_mul]
  rw [mul_inv_cancel₀ hN, mul_one]

end

end RandomDiagonalisationPhases
```

```lean
#print axioms RandomDiagonalisationPhases.average_density
-- 'RandomDiagonalisationPhases.average_density' depends on axioms: [propext, Classical.choice, Quot.sound]
#print axioms RandomDiagonalisationPhases.average_density_periodic
-- 'RandomDiagonalisationPhases.average_density_periodic' depends on axioms: [propext, Classical.choice, Quot.sound]
#print axioms RandomDiagonalisationPhases.aligned_planeWave_localised
-- 'RandomDiagonalisationPhases.aligned_planeWave_localised' depends on axioms: [propext, Classical.choice, Quot.sound]
#print axioms RandomDiagonalisationPhases.random_planeWave_uniform
-- 'RandomDiagonalisationPhases.random_planeWave_uniform' depends on axioms: [propext, Classical.choice, Quot.sound]
```

## Continuous phases in place of signs

A normalised complex eigenvector of a nondegenerate eigenvalue is determined only up to a phase $e^{i\theta_k}$, not just up to a sign. A model closer to that situation would draw each $\theta_k$ independently and uniformly from the circle and replace the finite sum by an integral over $N$ angles. Since $\langle e^{-i\theta_k}e^{i\theta_l}\rangle=\delta_{kl}$, the same expansion leads to the same averaged density; this variant is argued here by hand and is not part of the Lean file. The average of the squared amplitude (without the modulus) can differ between the two models: random signs give $\langle W_s(x)^2\rangle=\frac1N\sum_k\psi_k(x)^2$, which may or may not vanish, whereas uniform phases always give zero. The densities of single orbitals can differ too: on the two-site ring, random signs always put the orbital on one site, whereas a relative phase of $\pi/2$ gives weight $1/2$ on each. The formal proof would change as well, because complex phases mix real and imaginary parts and the separate treatment of the two would no longer apply directly.
